# The line shape sin²(ωt/2)/(ω/2)², summed over an infinite ladder of equidistant levels with one on resonance, is piecewise linear in time

In first-order perturbation theory under a constant coupling, the probability of a transition at detuning ω is proportional to the line shape sin²(ωt/2)/(ω/2)², which becomes t² on resonance. The theorem `hasSum_lineShape` sums this shape with equal weights over the detunings nd, where d > 0 and n runs through all the integers. For a natural number k and a time t between kT and (k+1)T, with T = 2π/d, the sum is (2k+1)Tt − k(k+1)T², so within each such interval it grows linearly. The proof sets x = dt/(2π) and gets the sum of sin²(πnx)/n² over the natural numbers from the Fourier series of the second Bernoulli polynomial. It then joins the positive and negative detunings and adds the resonant term t² separately.

In Lean, a first try:

```lean
import Mathlib

open scoped Real

namespace GoldenRuleEquidistantLevels

noncomputable section

/-- The line shape `sin²(ωt/2)/(ω/2)²`, with the value `t²` on resonance. -/
def lineShape (ω t : ℝ) : ℝ :=
  if ω = 0 then t ^ 2 else Real.sin (ω * t / 2) ^ 2 / (ω / 2) ^ 2

/-- A convergent sum may be rewritten term by term, and so may its value. -/
theorem hasSum_of_eq {ι : Type} {f g : ι → ℝ} {a b : ℝ} (h : HasSum g b)
    (hf : ∀ n, f n = g n) (hv : a = b) : HasSum f a := by
  rw [funext hf, hv]
  exact h

/-- The second Bernoulli polynomial is `x² - x + 1/6`. -/
theorem bernoulli_two_eval (x : ℝ) :
    ((Polynomial.bernoulli 2).map (algebraMap ℚ ℝ)).eval x = x ^ 2 - x + 1 / 6 := by
  have h0 : bernoulli 0 = 1 := bernoulli_zero
  have h1 : bernoulli 1 = -1 / 2 := bernoulli_one
  have h2 : bernoulli 2 = 1 / 6 := by
    rw [bernoulli_eq_bernoulli'_of_ne_one (by norm_num), bernoulli'_two]
    try norm_num
  simp only [Polynomial.bernoulli, Finset.sum_range_succ, Finset.sum_range_zero, zero_add,
    Polynomial.map_add, Polynomial.map_monomial, Polynomial.eval_add,
    Polynomial.eval_monomial, h0, h1, h2]
  norm_num [Nat.choose]
  ring

/-- For `k ≤ x ≤ k + 1` the sum of `sin²(πnx)/n²` over the natural numbers is
`(π²/2)(x - k)(k + 1 - x)`. -/
theorem hasSum_sin_sq (k : ℕ) (x : ℝ) (h0 : (k : ℝ) ≤ x) (h1 : x ≤ k + 1) :
    HasSum (fun n : ℕ => Real.sin (π * n * x) ^ 2 / (n : ℝ) ^ 2)
      (π ^ 2 / 2 * ((x - k) * (k + 1 - x))) := by
  have hc := hasSum_one_div_nat_pow_mul_cos (k := 1) one_ne_zero (x := x - k)
    ⟨by linarith, by linarith⟩
  simp only [mul_one, bernoulli_two_eval] at hc
  have h := (hasSum_zeta_two.sub hc).div_const 2
  refine hasSum_of_eq h (fun n => ?_) ?_
  · -- shifting x by an integer does not change the cosine
    have a := Real.cos_add_nat_mul_two_pi (2 * π * n * (x - k)) (n * k)
    rw [show 2 * π * n * (x - k) + ((n * k : ℕ) : ℝ) * (2 * π) = 2 * (π * n * x) by
      push_cast; ring, Real.cos_two_mul] at a
    have hcos : Real.cos (2 * π * n * (x - k)) = 1 - 2 * Real.sin (π * n * x) ^ 2 := by
      linear_combination -a + 2 * Real.sin_sq_add_cos_sq (π * n * x)
    rw [hcos]
    ring
  · rw [Nat.factorial_two]
    push_cast
    ring

/-- Between the `k`-th and `(k+1)`-th multiples of `2π/d`, the line shape summed over all
equidistant levels is linear in time with slope `(2k+1)·2π/d`. -/
theorem hasSum_lineShape {d t : ℝ} (hd : 0 < d) (k : ℕ)
    (h0 : k * (2 * π / d) ≤ t) (h1 : t ≤ (k + 1) * (2 * π / d)) :
    HasSum (fun n : ℤ => lineShape (n * d) t)
      ((2 * k + 1) * (2 * π / d) * t - k * (k + 1) * (2 * π / d) ^ 2) := by
  have hpi := Real.pi_ne_zero
  have hd' := hd.ne'
  obtain ⟨x, hx⟩ : ∃ x : ℝ, x = d * t / (2 * π) := ⟨_, rfl⟩
  have ht : t = x * (2 * π / d) := by rw [hx]; field_simp
  have hT : 0 < 2 * π / d := by positivity
  have hs := hasSum_sin_sq k x (le_of_mul_le_mul_right (ht ▸ h0) hT)
    (le_of_mul_le_mul_right (ht ▸ h1) hT)
  -- positive and negative detunings contribute equally
  have hp : HasSum (fun n : ℕ => Real.sin (π * ((n : ℤ) : ℝ) * x) ^ 2 / ((n : ℤ) : ℝ) ^ 2)
      (π ^ 2 / 2 * ((x - k) * (k + 1 - x))) := by
    simpa only [Int.cast_natCast] using hs
  have hn : HasSum (fun n : ℕ =>
      Real.sin (π * ((-(n : ℤ) : ℤ) : ℝ) * x) ^ 2 / ((-(n : ℤ) : ℤ) : ℝ) ^ 2)
      (π ^ 2 / 2 * ((x - k) * (k + 1 - x))) := by
    simpa only [Int.cast_neg, Int.cast_natCast, mul_neg, neg_mul, Real.sin_neg, neg_sq]
      using hs
  have hz := HasSum.of_nat_of_neg
    (f := fun n : ℤ => Real.sin (π * (n : ℝ) * x) ^ 2 / (n : ℝ) ^ 2) hp hn
  -- the resonant level supplies the missing t²
  convert (hz.mul_left (4 / d ^ 2)).add (hasSum_ite_eq (0 : ℤ) (t ^ 2)) using 1
  · funext n
    by_cases h : n = 0
    · subst h
      simp [lineShape]
    · have hnd : (n : ℝ) * d ≠ 0 := mul_ne_zero (Int.cast_ne_zero.mpr h) hd'
      have harg : π * (n : ℝ) * x = n * d * t / 2 := by rw [hx]; field_simp
      simp only [lineShape, if_neg hnd, if_neg h, add_zero, harg]
      ring
  · simp only [Int.cast_zero, mul_zero, zero_mul, Real.sin_zero]
    rw [ht]
    ring

end

end GoldenRuleEquidistantLevels
```

The compiler's answer:

```
Main.lean:81:4: error: Tactic `apply` failed: could not unify the conclusion of `@funext`
  ?f = ?g
with the goal
  Real.instAddCommMonoid =
    CommRing.toNonUnitalCommRing.toNonUnitalNonAssocCommRing.toNonUnitalNonAssocSemiring.toAddCommMonoid

Note: The full type of `@funext` is
  ∀ {α : Sort ?u.347} {β : α → Sort ?u.346} {f g : (x : α) → β x}, (∀ (x : α), f x = g x) → f = g

case e'_3
d t : ℝ
hd : 0 < d
k : ℕ
h0 : ↑k * (2 * π / d) ≤ t
h1 : t ≤ (↑k + 1) * (2 * π / d)
hpi : π ≠ 0
hd' : d ≠ 0
x : ℝ
hx : x = d * t / (2 * π)
ht : t = x * (2 * π / d)
hT : 0 < 2 * π / d
hs : HasSum (fun n => Real.sin (π * ↑n * x) ^ 2 / ↑n ^ 2) (π ^ 2 / 2 * ((x - ↑k) * (↑k + 1 - x)))
hp : HasSum (fun n => Real.sin (π * ↑↑n * x) ^ 2 / ↑↑n ^ 2) (π ^ 2 / 2 * ((x - ↑k) * (↑k + 1 - x)))
hn : HasSum (fun n => Real.sin (π * ↑(-↑n) * x) ^ 2 / ↑(-↑n) ^ 2) (π ^ 2 / 2 * ((x - ↑k) * (↑k + 1 - x)))
hz :
  HasSum (fun n => Real.sin (π * ↑n * x) ^ 2 / ↑n ^ 2)
    (π ^ 2 / 2 * ((x - ↑k) * (↑k + 1 - x)) + π ^ 2 / 2 * ((x - ↑k) * (↑k + 1 - x)) - Real.sin (π * ↑0 * x) ^ 2 / ↑0 ^ 2)
⊢ Real.instAddCommMonoid =
    CommRing.toNonUnitalCommRing.toNonUnitalNonAssocCommRing.toNonUnitalNonAssocSemiring.toAddCommMonoid
Main.lean:89:4: error: `simp` made no progress
Main.lean:60:73: error: unsolved goals
case e'_6
d t : ℝ
hd : 0 < d
k : ℕ
h0 : ↑k * (2 * π / d) ≤ t
h1 : t ≤ (↑k + 1) * (2 * π / d)
hpi : π ≠ 0
hd' : d ≠ 0
x : ℝ
hx : x = d * t / (2 * π)
ht : t = x * (2 * π / d)
hT : 0 < 2 * π / d
hs : HasSum (fun n => Real.sin (π * ↑n * x) ^ 2 / ↑n ^ 2) (π ^ 2 / 2 * ((x - ↑k) * (↑k + 1 - x)))
hp : HasSum (fun n => Real.sin (π * ↑↑n * x) ^ 2 / ↑↑n ^ 2) (π ^ 2 / 2 * ((x - ↑k) * (↑k + 1 - x)))
hn : HasSum (fun n => Real.sin (π * ↑(-↑n) * x) ^ 2 / ↑(-↑n) ^ 2) (π ^ 2 / 2 * ((x - ↑k) * (↑k + 1 - x)))
hz :
  HasSum (fun n => Real.sin (π * ↑n * x) ^ 2 / ↑n ^ 2)
    (π ^ 2 / 2 * ((x - ↑k) * (↑k + 1 - x)) + π ^ 2 / 2 * ((x - ↑k) * (↑k + 1 - x)) - Real.sin (π * ↑0 * x) ^ 2 / ↑0 ^ 2)
⊢ (2 * ↑k + 1) * (2 * π / d) * t - ↑k * (↑k + 1) * (2 * π / d) ^ 2 =
    4 / d ^ 2 *
        (π ^ 2 / 2 * ((x - ↑k) * (↑k + 1 - x)) + π ^ 2 / 2 * ((x - ↑k) * (↑k + 1 - x)) -
          Real.sin (π * ↑0 * x) ^ 2 / ↑0 ^ 2) +
      t ^ 2
```

Lean accepts the file once it reads:

```diff
@@ -78,7 +78,7 @@
     (f := fun n : ℤ => Real.sin (π * (n : ℝ) * x) ^ 2 / (n : ℝ) ^ 2) hp hn
   -- the resonant level supplies the missing t²
-  convert (hz.mul_left (4 / d ^ 2)).add (hasSum_ite_eq (0 : ℤ) (t ^ 2)) using 1
-  · funext n
-    by_cases h : n = 0
+  have hsum := (hz.mul_left (4 / d ^ 2)).add (hasSum_ite_eq (0 : ℤ) (t ^ 2))
+  refine hasSum_of_eq hsum (fun n => ?_) ?_
+  · by_cases h : n = 0
     · subst h
       simp [lineShape]
```

The proof has two bullets after `convert`, one for the terms of the sum and one for its value. But `convert ... using 1` also compared the additive structures on ℝ that the two `HasSum` statements carry. These are reached by different routes, `Real.instAddCommMonoid` and a path through `CommRing`, and `convert` left their equality as an extra first goal.

Every bullet therefore met the wrong goal. `funext` failed because the first goal equates two instances, not two functions. The second bullet got the equality of the terms, where its `simp only` found nothing to rewrite. The equality of the values, `case e'_6`, had no bullet left and is the unsolved goal.

The repair states the sum as `hsum` and passes it to `hasSum_of_eq`, a lemma already in the file. Lean now checks `hsum` against the lemma's hypothesis up to definitional equality, which settles the difference between the instances without a goal. Only the two intended goals remain, in the order of the bullets. The first is already stated for a given `n`, so `funext n` goes.
